# The polarizability of a damped Drude ellipsoid is finite at every positive frequency

A small ellipsoid in vacuum has a principal axis along the applied field, with depolarization factor `L` for that axis. In the quasistatic limit its polarizability per unit volume, in units of the vacuum permittivity, is `(eps - 1)/(1 + L(eps - 1))`. Here `eps` is the relative dielectric function of the Drude model, `eps = 1 - wp²/(w(w + i g))`, with plasma frequency `wp`, damping `g` and time dependence `exp(-i w t)`. For real `L` and `wp`, `g > 0` and `w > 0`, the lemma states that the denominator `1 + L(eps - 1)` is nonzero and that the polarizability equals `wp²/(L wp² - w(w + i g))`.

The proof first shows that `w(w + i g)` and `L wp² - w(w + i g)` are both nonzero, the latter by its imaginary part `-g w`. It then writes `x` for `w(w + i g)`, derives the nonvanishing of the original denominator, and goes on to the formula by cross-multiplication.

An attempt in Lean 4 with a fault in it:

```lean
import Mathlib

noncomputable section

namespace PolarizabilityEq

/-- The Drude dielectric function with plasma frequency `wp` and damping `g`,
for `w ≠ 0`. -/
def drudeEps (wp g w : ℝ) : ℂ :=
  1 - (wp : ℂ) ^ 2 / ((w : ℂ) * (w + Complex.I * g))

/-- Polarizability per unit volume of an ellipsoid with depolarization factor `L` along
the field, for `w ≠ 0` and `1 + L (eps - 1) ≠ 0`. -/
def polarizability (L wp g w : ℝ) : ℂ :=
  (drudeEps wp g w - 1) / (1 + (L : ℂ) * (drudeEps wp g w - 1))

/-- With damping `g > 0` and at `w > 0`, the denominator of the polarizability does not vanish, and
the polarizability equals `wp² / (L wp² - w (w + i g))`. -/
theorem polarizability_eq {L wp g w : ℝ} (hg : 0 < g) (hw : 0 < w) :
    1 + (L : ℂ) * (drudeEps wp g w - 1) ≠ 0 ∧
    polarizability L wp g w =
      (wp : ℂ) ^ 2 / ((L : ℂ) * wp ^ 2 - w * (w + Complex.I * g)) := by
  have hx : (w : ℂ) * (w + Complex.I * g) ≠ 0 := by
    refine mul_ne_zero (Complex.ofReal_ne_zero.mpr hw.ne') ?_
    intro h
    have h1 := congrArg Complex.re h
    simp at h1
    exact hw.ne' h1
  -- the imaginary part `-g w` keeps the oscillator denominator away from zero
  have hD : (L : ℂ) * wp ^ 2 - w * (w + Complex.I * g) ≠ 0 := by
    have e : (L : ℂ) * wp ^ 2 - w * (w + Complex.I * g)
        = (⟨L * wp ^ 2 - w ^ 2, -(g * w)⟩ : ℂ) := by
      rw [Complex.mk_eq_add_mul_I]
      push_cast
      ring
    intro h
    rw [e] at h
    have h1 : -(g * w) = 0 := congrArg Complex.im h
    linarith [mul_pos hg hw]
  unfold polarizability drudeEps
  generalize (w : ℂ) * (w + Complex.I * g) = x at hx hD ⊢
  have e : 1 + (L : ℂ) * (1 - (wp : ℂ) ^ 2 / x - 1) = -((L : ℂ) * wp ^ 2 - x) / x := by
    rw [eq_div_iff hx]
    linear_combination (-(L : ℂ)) * div_mul_cancel₀ ((wp : ℂ) ^ 2) hx
  have hne : 1 + (L : ℂ) * (1 - (wp : ℂ) ^ 2 / x - 1) ≠ 0 := by
    rw [e]
    exact div_ne_zero (neg_ne_zero.mpr hD) hx
  refine ⟨hne, ?_⟩
  rw [div_eq_div_iff hne hD]
  linear_combination ((wp : ℂ) ^ 2) * div_mul_cancel₀ ((wp : ℂ) ^ 2) hx

end PolarizabilityEq
```

The error:

```
Main.lean:50:2: error: ring failed, ring expressions not equal
L wp g w : ℝ
hg : 0 < g
hw : 0 < w
x : ℂ
hx : x ≠ 0
hD : ↑L * ↑wp ^ 2 - x ≠ 0
e : 1 + ↑L * (1 - ↑wp ^ 2 / x - 1) = -(↑L * ↑wp ^ 2 - x) / x
hne : 1 + ↑L * (1 - ↑wp ^ 2 / x - 1) ≠ 0
⊢ -↑wp ^ 2 + ↑wp ^ 2 * x * x⁻¹ + ↑wp ^ 4 - ↑wp ^ 4 * x * x⁻¹ = 0
```

As a diff, the version that Lean accepts:

```diff
@@ -48,5 +48,5 @@
   refine ⟨hne, ?_⟩
   rw [div_eq_div_iff hne hD]
-  linear_combination ((wp : ℂ) ^ 2) * div_mul_cancel₀ ((wp : ℂ) ^ 2) hx
+  linear_combination div_mul_cancel₀ ((wp : ℂ) ^ 2) hx
 
 end PolarizabilityEq
```

Cause. The error is a wrong coefficient in the last `linear_combination`. After `div_eq_div_iff` has cross-multiplied, the terms in `L` cancel, and the left side minus the right side is `wp² * x * x⁻¹ - wp²`. This vanishes because `x ≠ 0`, but `ring` does not use that hypothesis, so the cancellation has to be supplied.

The term `div_mul_cancel₀ ((wp : ℂ) ^ 2) hx` supplies it, as the equation `wp² / x * x = wp²`. Its two sides differ by exactly the amount needed, so it should be taken once. The attempt multiplied it by a further `wp²`, and so subtracted `wp⁴ * x * x⁻¹ - wp⁴` instead. The terms in `wp²` and `wp⁴` do not cancel each other, and they are what the message shows left over in the goal.

The repair drops the factor `(wp : ℂ) ^ 2` in front of the lemma. The difference of the two sides of the goal then matches that of the supplied equation, and `ring` closes the proof.
